# For Real Symmetric Matrices, T-Move Localization Grid by Grid Never Gives a Lower Ground Energy than Localization of the Average

Suppose a trial function has the same sign at two configurations, and a nonlocal potential links them with a positive matrix element on one quadrature grid and an equally large negative one on another grid of equal weight. The average link is zero, so there is nothing to localize. Grid by grid, however, the T-move rule turns the positive element into a diagonal energy and keeps the negative one as a hop. A quadrature that is right on average for the potential then gives the wrong localized Hamiltonian.

The theorem below fixes the direction of this error in a finite model of diffusion Monte Carlo with pseudopotentials: the lowest energy with grid-by-grid localization is at least the one with localization of the average. The grid weights are nonnegative, and the fixed trial function has no zeros. The matrix of every single grid is assumed symmetric, which is more than symmetry of the average and does not generally hold for a quadrature rule applied from a single position.

## The T-move rule as a matrix map

In Lean 4 with Mathlib:

```lean
import Mathlib

open Matrix

namespace TMoveQuadrature

variable {n ι : Type*} [Fintype n] [DecidableEq n] [Fintype ι]
```

The type `n` labels the configurations $x,y,z$, and `ι` labels the grids $g$. Both are finite.

```lean
/-- The T-move localization of `V` for a nowhere-zero trial function `ψ`: off-diagonal entries
with `ψ x * V x y * ψ y > 0` are deleted, and `V x y * ψ y / ψ x` is added to diagonal entry `x`. -/
noncomputable def localize (ψ : n → ℝ) (V : Matrix n n ℝ) : Matrix n n ℝ :=
  Matrix.of fun x y =>
    if x = y then
      V x x + ∑ z, if z ≠ x ∧ 0 < ψ x * V x z * ψ z then V x z * ψ z / ψ x else 0
    else if 0 < ψ x * V x y * ψ y then 0 else V x y
```

This is $G(V)$ for a trial function $\psi$. An off-diagonal element with $\psi_xV_{xy}\psi_y>0$ is deleted; the others stay. The diagonal becomes

$$G(V)_{xx}=V_{xx}+\sum_{z\ne x,\ \psi_xV_{xz}\psi_z>0}V_{xz}\psi_z/\psi_x .$$

```lean
/-- The positive parts of the link strengths `ψ x * V x y * ψ y`. -/
noncomputable def positiveLinks (ψ : n → ℝ) (V : Matrix n n ℝ) : Matrix n n ℝ :=
  Matrix.of fun x y => max (ψ x * V x y * ψ y) 0
```

These are the positive parts $P(V)_{xy}=\max(\psi_xV_{xy}\psi_y,0)$, diagonal included.

```lean
/-- The graph Laplacian with link weights `D`, acting on amplitudes relative to a nowhere-zero
trial function `ψ`. -/
noncomputable def linkLaplacian (ψ : n → ℝ) : Matrix n n ℝ →ₗ[ℝ] Matrix n n ℝ where
  toFun D := Matrix.of fun x y =>
    (if x = y then ∑ z, D x z / (ψ x * ψ x) else 0) - D x y / (ψ x * ψ y)
  map_add' A B := by
    ext x y
    by_cases h : x = y
    · simp only [Matrix.of_apply, Matrix.add_apply, if_pos h, add_div, Finset.sum_add_distrib]
      ring
    · simp only [Matrix.of_apply, Matrix.add_apply, if_neg h]
      ring
  map_smul' c A := by
    ext x y
    by_cases h : x = y
    · simp only [Matrix.of_apply, Matrix.smul_apply, smul_eq_mul, RingHom.id_apply, if_pos h,
        mul_div_assoc, ← Finset.mul_sum]
      ring
    · simp only [Matrix.of_apply, Matrix.smul_apply, smul_eq_mul, RingHom.id_apply, if_neg h]
      ring
```

For link weights $D$,

$$L(D)_{xy}=\delta_{xy}\sum_z \frac{D_{xz}}{\psi_x^2}-\frac{D_{xy}}{\psi_x\psi_y}.$$

The arrow `→ₗ[ℝ]` declares a linear map, so the definition carries proofs that $L$ respects sums and scalar multiples.

```lean
/-- `E` is the lowest eigenvalue of the matrix `A`. -/
def IsGroundEnergy (A : Matrix n n ℝ) (E : ℝ) : Prop :=
  IsLeast {e : ℝ | ∃ v : n → ℝ, v ≠ 0 ∧ A *ᵥ v = e • v} E
```

`IsGroundEnergy A E` says that $E$ is the least number $e$ with $Av=ev$ for some $v\neq0$. The symbol `*ᵥ` applies a matrix to a vector.

## Localization adds a Laplacian

```lean
/-- For nowhere-zero `ψ`, localization adds to `V` the Laplacian of its positive links. -/
theorem localize_eq {ψ : n → ℝ} (hψ : ∀ x, ψ x ≠ 0) (V : Matrix n n ℝ) :
    localize ψ V = V + linkLaplacian ψ (positiveLinks ψ V) := by
  ext x y
  simp only [localize, linkLaplacian, positiveLinks, LinearMap.coe_mk, AddHom.coe_mk,
    Matrix.of_apply, Matrix.add_apply]
  by_cases h : x = y
  · subst h
    have hx := hψ x
    -- the self-link cancels between the two parts of the Laplacian
    have key : ∀ z, (if z ≠ x ∧ 0 < ψ x * V x z * ψ z then V x z * ψ z / ψ x else 0) =
        max (ψ x * V x z * ψ z) 0 / (ψ x * ψ x) -
          (if z = x then max (ψ x * V x x * ψ x) 0 / (ψ x * ψ x) else 0) := by
      intro z
      by_cases hz : z = x
      · rw [hz]; simp
      · by_cases hp : 0 < ψ x * V x z * ψ z
        · rw [if_pos ⟨hz, hp⟩, if_neg hz, max_eq_left hp.le, sub_zero,
            div_eq_div_iff hx (mul_ne_zero hx hx)]
          ring
        · rw [if_neg (fun h => hp h.2), if_neg hz, max_eq_right (not_lt.1 hp)]
          simp
    rw [if_pos rfl, if_pos rfl, Finset.sum_congr rfl (fun z _ => key z),
      Finset.sum_sub_distrib, Finset.sum_ite_eq', if_pos (Finset.mem_univ x)]
  · rw [if_neg h, if_neg h]
    have hx := hψ x
    have hy := hψ y
    by_cases hp : 0 < ψ x * V x y * ψ y
    · rw [if_pos hp, max_eq_left hp.le]
      have : ψ x * V x y * ψ y / (ψ x * ψ y) = V x y := by
        rw [div_eq_iff (mul_ne_zero hx hy)]; ring
      rw [this]; ring
    · rw [if_neg hp, max_eq_right (not_lt.1 hp)]
      simp
```

The claim is $G(V)=V+L(P(V))$. Off the diagonal, a positive link gives $P(V)_{xy}/(\psi_x\psi_y)=V_{xy}$, which cancels $V_{xy}$; otherwise $P(V)_{xy}=0$. On the diagonal, the $z=x$ term of the sum cancels against the subtracted term (`key`), and the rest is the T-move sum.

```lean
omit [Fintype n] [DecidableEq n] in
/-- For nonnegative weights, the positive links of the summed matrix never exceed the weighted
sum of the positive links of the individual grids. -/
theorem positiveLinks_sum_le (ψ : n → ℝ) (V : ι → Matrix n n ℝ) {p : ι → ℝ}
    (hp : ∀ g, 0 ≤ p g) (x y : n) :
    positiveLinks ψ (∑ g, p g • V g) x y ≤ (∑ g, p g • positiveLinks ψ (V g)) x y := by
  simp only [positiveLinks, Matrix.of_apply, Matrix.sum_apply, Matrix.smul_apply, smul_eq_mul]
  apply max_le
  · rw [Finset.mul_sum, Finset.sum_mul]
    refine Finset.sum_le_sum fun g _ => ?_
    calc ψ x * (p g * V g x y) * ψ y = p g * (ψ x * V g x y * ψ y) := by ring
      _ ≤ _ := mul_le_mul_of_nonneg_left (le_max_left _ _) (hp g)
  · exact Finset.sum_nonneg fun g _ => mul_nonneg (hp g) (le_max_right _ _)
```

Write $S=\sum_g p_gV_g$ with $p_g\ge0$. Then $P(S)_{xy}\le\sum_g p_gP(V_g)_{xy}$, because the right side is at least $\psi_xS_{xy}\psi_y$ and at least $0$. `max_le` asks for exactly these two bounds.

```lean
/-- For symmetric link weights `D`, the Laplacian energy of `φ` is half the weighted sum of
squared differences of `φ / ψ`, where `ψ` is nowhere zero. -/
theorem linkLaplacian_form {ψ : n → ℝ} {D : Matrix n n ℝ}
    (hD : ∀ x y, D x y = D y x) (φ : n → ℝ) :
    φ ⬝ᵥ linkLaplacian ψ D *ᵥ φ =
      1 / 2 * ∑ x, ∑ y, D x y * (φ x / ψ x - φ y / ψ y) ^ 2 := by
  have h1 : φ ⬝ᵥ linkLaplacian ψ D *ᵥ φ =
      ∑ x, ∑ y, D x y * ((φ x / ψ x) ^ 2 - φ x / ψ x * (φ y / ψ y)) := by
    simp only [dotProduct, Matrix.mulVec]
    refine Finset.sum_congr rfl fun x _ => ?_
    have h : ∑ y, linkLaplacian ψ D x y * φ y =
        (∑ z, D x z / (ψ x * ψ x)) * φ x - ∑ y, D x y / (ψ x * ψ y) * φ y := by
      simp only [linkLaplacian, LinearMap.coe_mk, AddHom.coe_mk, Matrix.of_apply, sub_mul,
        ite_mul, zero_mul, Finset.sum_sub_distrib, Finset.sum_ite_eq, Finset.mem_univ, if_true]
    rw [h, mul_sub, Finset.sum_mul, Finset.mul_sum, Finset.mul_sum, ← Finset.sum_sub_distrib]
    refine Finset.sum_congr rfl fun y _ => ?_
    ring
  -- exchange the two ends of every link
  have h2 : ∑ x, ∑ y, D x y * ((φ x / ψ x) ^ 2 - φ x / ψ x * (φ y / ψ y)) =
      ∑ x, ∑ y, D x y * ((φ y / ψ y) ^ 2 - φ x / ψ x * (φ y / ψ y)) := by
    rw [Finset.sum_comm]
    refine Finset.sum_congr rfl fun a _ => Finset.sum_congr rfl fun b _ => ?_
    rw [hD b a]; ring
  have h3 : ∑ x, ∑ y, D x y * (φ x / ψ x - φ y / ψ y) ^ 2 =
      ∑ x, ∑ y, D x y * ((φ x / ψ x) ^ 2 - φ x / ψ x * (φ y / ψ y)) +
      ∑ x, ∑ y, D x y * ((φ y / ψ y) ^ 2 - φ x / ψ x * (φ y / ψ y)) := by
    simp only [← Finset.sum_add_distrib]
    refine Finset.sum_congr rfl fun a _ => Finset.sum_congr rfl fun b _ => ?_
    ring
  rw [h1]
  linarith
```

Put $a_x=\varphi_x/\psi_x$. Direct expansion (`h1`) gives $\varphi\cdot L(D)\varphi=\sum_{xy}D_{xy}(a_x^2-a_xa_y)$. For symmetric $D$, exchanging $x$ and $y$ (`h2`) replaces $a_x^2$ by $a_y^2$. The mean of both forms is $\tfrac12\sum_{xy}D_{xy}(a_x-a_y)^2$.

```lean
/-- For nowhere-zero `ψ`, localizing grid by grid instead of after summation adds the Laplacian
of the excess positive links. -/
theorem localize_gap {ψ : n → ℝ} (hψ : ∀ x, ψ x ≠ 0) (V : ι → Matrix n n ℝ) (p : ι → ℝ) :
    ∑ g, p g • localize ψ (V g) - localize ψ (∑ g, p g • V g) =
      linkLaplacian ψ (∑ g, p g • positiveLinks ψ (V g) -
        positiveLinks ψ (∑ g, p g • V g)) := by
  simp only [localize_eq hψ, smul_add, Finset.sum_add_distrib, map_sub, map_sum, map_smul]
  abel
```

Insert $G(V)=V+L(P(V))$ on both sides. The plain potentials cancel, leaving

$$\sum_g p_gG(V_g)-G(S)=L\Big(\sum_g p_gP(V_g)-P(S)\Big).$$

Here the linear-map type does its work. Since $L$ is more than a bare function, Mathlib's general lemmas `map_sub`, `map_sum` and `map_smul` apply to it, and `simp` moves $L$ through the grid sum without opening its definition. All the nonlinearity sits in $P$.

## The energy inequality

```lean
/-- Localization keeps a symmetric matrix symmetric. -/
theorem localize_isSymm (ψ : n → ℝ) {V : Matrix n n ℝ} (hV : V.IsSymm) :
    (localize ψ V).IsSymm := by
  refine Matrix.IsSymm.ext fun i j => ?_
  by_cases h : i = j
  · subst h; rfl
  · have e : ψ j * V i j * ψ i = ψ i * V i j * ψ j := by ring
    simp only [localize, Matrix.of_apply, if_neg h, if_neg (Ne.symm h), hV.apply i j]
    rw [e]
```

If $V$ is symmetric, so is $G(V)$, because the sign test gives the same answer for $xy$ and $yx$.

```lean
/-- Variational principle: the lowest eigenvalue of a real symmetric matrix bounds its
energy expectation from below. -/
theorem IsGroundEnergy.le_form {A : Matrix n n ℝ} {E : ℝ} (h : IsGroundEnergy A E)
    (hA : A.IsSymm) (φ : n → ℝ) : E * (φ ⬝ᵥ φ) ≤ φ ⬝ᵥ A *ᵥ φ := by
  have hH : (A - E • (1 : Matrix n n ℝ)).IsHermitian := by
    unfold Matrix.IsHermitian
    rw [Matrix.conjTranspose_eq_transpose_of_trivial, Matrix.transpose_sub,
      Matrix.transpose_smul, Matrix.transpose_one, hA.eq]
  -- the shifted matrix has no negative eigenvalue
  have hP : (A - E • (1 : Matrix n n ℝ)).PosSemidef := by
    refine hH.posSemidef_iff_eigenvalues_nonneg.2 fun i => ?_
    have hv := hH.mulVec_eigenvectorBasis i
    have hle : E ≤ hH.eigenvalues i + E := h.2 ⟨(hH.eigenvectorBasis i).ofLp,
      fun h0 => hH.eigenvectorBasis.orthonormal.ne_zero i (by ext k; exact congrFun h0 k), by
        rw [add_smul, ← hv, Matrix.sub_mulVec, Matrix.smul_mulVec, Matrix.one_mulVec,
          sub_add_cancel]⟩
    show (0 : ℝ) ≤ hH.eigenvalues i
    linarith
  have h0 := hP.dotProduct_mulVec_nonneg φ
  rw [star_trivial, Matrix.sub_mulVec, Matrix.smul_mulVec, Matrix.one_mulVec, dotProduct_sub,
    dotProduct_smul, smul_eq_mul] at h0
  linarith
```

This is the variational principle for symmetric $A$, $E\,\varphi\cdot\varphi\le\varphi\cdot A\varphi$. An eigenvector of $A-E$ with eigenvalue $\lambda$ is one of $A$ with eigenvalue $\lambda+E\ge E$, so $\lambda\ge0$. Since $A-E$ is symmetric, it is therefore positive semidefinite.

```lean
/-- Grid-by-grid localization never lowers the ground energy: for nowhere-zero `ψ`, symmetric `K`
and `V g`, and nonnegative weights `p g`, the lowest eigenvalue with grid-by-grid localization is at
least the one with localization of the summed matrix. -/
theorem groundEnergy_le_of_grid_splitting {ψ : n → ℝ} (hψ : ∀ x, ψ x ≠ 0)
    {K : Matrix n n ℝ} (hK : K.IsSymm) {V : ι → Matrix n n ℝ} (hV : ∀ g, (V g).IsSymm)
    {p : ι → ℝ} (hp : ∀ g, 0 ≤ p g) {Egrid Emean : ℝ}
    (hgrid : IsGroundEnergy (K + ∑ g, p g • localize ψ (V g)) Egrid)
    (hmean : IsGroundEnergy (K + localize ψ (∑ g, p g • V g)) Emean) :
    Emean ≤ Egrid := by
  have hS : (∑ g, p g • V g).IsSymm := by
    refine Matrix.IsSymm.ext fun i j => ?_
    simp only [Matrix.sum_apply, Matrix.smul_apply]
    exact Finset.sum_congr rfl fun g _ => by rw [(hV g).apply i j]
  have hs : ∀ W : Matrix n n ℝ, W.IsSymm → ∀ x y,
      positiveLinks ψ W x y = positiveLinks ψ W y x := by
    intro W hW x y
    have e : ψ x * W x y * ψ y = ψ y * W y x * ψ x := by rw [hW.apply x y]; ring
    simp only [positiveLinks, Matrix.of_apply]
    rw [e]
  obtain ⟨⟨v, hv0, hv⟩, _⟩ := hgrid
  -- the gap between the two localized matrices is positive semidefinite
  have hgap : 0 ≤ v ⬝ᵥ (∑ g, p g • localize ψ (V g) - localize ψ (∑ g, p g • V g)) *ᵥ v := by
    rw [localize_gap hψ, linkLaplacian_form]
    · refine mul_nonneg (by norm_num) (Finset.sum_nonneg fun x _ => Finset.sum_nonneg fun y _ =>
        mul_nonneg ?_ (sq_nonneg _))
      rw [Matrix.sub_apply]
      exact sub_nonneg.2 (positiveLinks_sum_le ψ V hp x y)
    · intro x y
      rw [Matrix.sub_apply, Matrix.sub_apply, hs _ hS x y]
      simp only [Matrix.sum_apply, Matrix.smul_apply]
      rw [Finset.sum_congr rfl fun g _ => by rw [hs _ (hV g) x y]]
  have hvar := hmean.le_form (hK.add (localize_isSymm ψ hS)) v
  have hE : v ⬝ᵥ (K + ∑ g, p g • localize ψ (V g)) *ᵥ v = Egrid * (v ⬝ᵥ v) := by
    rw [hv, dotProduct_smul, smul_eq_mul]
  rw [Matrix.add_mulVec, dotProduct_add] at hvar hE
  rw [Matrix.sub_mulVec, dotProduct_sub] at hgap
  have hpos : 0 < v ⬝ᵥ v := lt_of_le_of_ne
    (Finset.sum_nonneg fun i _ => mul_self_nonneg _)
    (fun h => hv0 (dotProduct_self_eq_zero.1 h.symm))
  exact le_of_mul_le_mul_right (by linarith) hpos
```

The symmetric matrix $K$ stands for the rest of the Hamiltonian: the kinetic energy and the local potential, with any fixed-node constraint already built in. It is the same in both cases. The hypotheses `hgrid` and `hmean` identify the two lowest eigenvalues. Let $v$ be an eigenvector for $E_{\rm grid}$. Then

$$E_{\rm grid}\,v\cdot v=v\cdot\Big(K+\sum_g p_gG(V_g)\Big)v\ \ge\ v\cdot(K+G(S))v\ \ge\ E_{\rm mean}\,v\cdot v .$$

The first inequality is `hgap`: the excess links are nonnegative and symmetric, so their Laplacian form is nonnegative. The second is `hvar`. Division by $v\cdot v>0$ finishes. The weights need not sum to one.

## Two sites, two grids

```lean
/-- A two-site, two-grid example with equal weights in which the lowest eigenvalue is `1` for
grid-by-grid localization and `0` for localization of the mean. -/
theorem grid_splitting_strict :
    IsGroundEnergy (!![0, 0; 0, 3] + ((1 / 2 : ℝ) • localize (fun _ => 1) !![0, 4; 4, 0] +
      (1 / 2 : ℝ) • localize (fun _ => 1) !![0, -4; -4, 0])) 1 ∧
    IsGroundEnergy (!![0, 0; 0, 3] + localize (fun _ => 1)
      ((1 / 2 : ℝ) • !![0, 4; 4, 0] + (1 / 2 : ℝ) • !![0, -4; -4, 0])) 0 := by
  have h1 : !![0, 0; 0, 3] + ((1 / 2 : ℝ) • localize (fun _ => 1) !![0, 4; 4, 0] +
      (1 / 2 : ℝ) • localize (fun _ => 1) !![0, -4; -4, 0]) = !![2, -2; -2, 5] := by
    ext i j
    fin_cases i <;> fin_cases j <;> norm_num [localize, Fin.sum_univ_two]
  have h2 : !![0, 0; 0, 3] + localize (fun _ => 1)
      ((1 / 2 : ℝ) • !![0, 4; 4, 0] + (1 / 2 : ℝ) • !![0, -4; -4, 0]) = !![0, 0; 0, 3] := by
    ext i j
    fin_cases i <;> fin_cases j <;> norm_num [localize, Fin.sum_univ_two]
  -- a form bound that is attained by an eigenvector identifies the lowest eigenvalue
  have key : ∀ (A : Matrix (Fin 2) (Fin 2) ℝ) (E : ℝ) (v : Fin 2 → ℝ), v ≠ 0 →
      A *ᵥ v = E • v → (∀ φ : Fin 2 → ℝ, E * (φ ⬝ᵥ φ) ≤ φ ⬝ᵥ A *ᵥ φ) →
      IsGroundEnergy A E := by
    intro A E v hv0 hv hA
    refine ⟨⟨v, hv0, hv⟩, ?_⟩
    rintro e ⟨w, hw0, hw⟩
    have h := hA w
    rw [hw, dotProduct_smul, smul_eq_mul] at h
    exact le_of_mul_le_mul_right h (lt_of_le_of_ne
      (Finset.sum_nonneg fun i _ => mul_self_nonneg _)
      (fun h => hw0 (dotProduct_self_eq_zero.1 h.symm)))
  rw [h1, h2]
  constructor
  · refine key _ _ ![2, 1] (fun h => by simpa using congrFun h 0) ?_ fun φ => ?_
    · ext i
      fin_cases i <;> norm_num [Matrix.mulVec, dotProduct, Fin.sum_univ_two]
    · simp only [dotProduct, Matrix.mulVec, Fin.sum_univ_two, Matrix.of_apply, Matrix.cons_val',
        Matrix.cons_val_zero, Matrix.cons_val_one, Matrix.cons_val_fin_one]
      nlinarith [sq_nonneg (φ 0 - 2 * φ 1)]
  · refine key _ _ ![1, 0] (fun h => by simpa using congrFun h 0) ?_ fun φ => ?_
    · ext i
      fin_cases i <;> norm_num [Matrix.mulVec, dotProduct, Fin.sum_univ_two]
    · simp only [dotProduct, Matrix.mulVec, Fin.sum_univ_two, Matrix.of_apply, Matrix.cons_val',
        Matrix.cons_val_zero, Matrix.cons_val_one, Matrix.cons_val_fin_one]
      nlinarith [sq_nonneg (φ 1)]
```

Take $\psi=1$, $K=\mathrm{diag}(0,3)$ and links $\pm4$ with weight $\tfrac12$ each. Grid by grid, the total is $\begin{pmatrix}2&-2\\-2&5\end{pmatrix}$, with lowest eigenvalue $1$ and normalised state $(2,1)/\sqrt5$; the form minus $\varphi\cdot\varphi$ is $(\varphi_0-2\varphi_1)^2$. Averaging first leaves $K$, with lowest eigenvalue $0$.

## Grids that agree in sign

```lean
/-- If on every link all grids agree on the sign of `ψ x * V g x y * ψ y`, with `ψ` nowhere zero
and nonnegative weights, then localization commutes with the quadrature sum. -/
theorem localize_sum_of_same_sign {ψ : n → ℝ} (hψ : ∀ x, ψ x ≠ 0) {V : ι → Matrix n n ℝ}
    {p : ι → ℝ} (hp : ∀ g, 0 ≤ p g)
    (hsign : ∀ x y, x ≠ y →
      (∀ g, 0 ≤ ψ x * V g x y * ψ y) ∨ (∀ g, ψ x * V g x y * ψ y ≤ 0)) :
    ∑ g, p g • localize ψ (V g) = localize ψ (∑ g, p g • V g) := by
  rw [← sub_eq_zero, localize_gap hψ]
  have hD : ∀ x y, x ≠ y → (∑ g, p g • positiveLinks ψ (V g) -
      positiveLinks ψ (∑ g, p g • V g)) x y = 0 := by
    intro x y hxy
    have e : ψ x * (∑ g, p g * V g x y) * ψ y = ∑ g, p g * (ψ x * V g x y * ψ y) := by
      rw [Finset.mul_sum, Finset.sum_mul]
      exact Finset.sum_congr rfl fun g _ => by ring
    simp only [positiveLinks, Matrix.sub_apply, Matrix.of_apply, Matrix.sum_apply,
      Matrix.smul_apply, smul_eq_mul]
    rw [e, sub_eq_zero]
    rcases hsign x y hxy with h | h
    · rw [max_eq_left (Finset.sum_nonneg fun g _ => mul_nonneg (hp g) (h g))]
      exact Finset.sum_congr rfl fun g _ => by rw [max_eq_left (h g)]
    · rw [max_eq_right (Finset.sum_nonpos fun g _ =>
        mul_nonpos_of_nonneg_of_nonpos (hp g) (h g))]
      exact Finset.sum_eq_zero fun g _ => by rw [max_eq_right (h g), mul_zero]
  generalize (∑ g, p g • positiveLinks ψ (V g) - positiveLinks ψ (∑ g, p g • V g)) = D at hD ⊢
  ext x y
  simp only [linkLaplacian, LinearMap.coe_mk, AddHom.coe_mk, Matrix.of_apply, Matrix.zero_apply]
  by_cases h : x = y
  · subst h
    rw [if_pos rfl, Finset.sum_eq_single x
      (fun z _ hz => by rw [hD x z hz.symm, zero_div])
      (fun h => absurd (Finset.mem_univ x) h), sub_self]
  · rw [if_neg h, hD x y h, zero_div, sub_zero]

end TMoveQuadrature
```

If on each link no two grids have opposite signs, the excess vanishes off the diagonal. Its diagonal part cancels inside $L$, so both localizations coincide. Symmetry of $V_g$ is not assumed here.

In a basic T-move calculation with random grids, a walker at $x$ receives a randomly rotated angular rule, and for each point $y$ the code forms $t=V_{xy}\psi_y/\psi_x$. Here $V_{xy}$ contains the quadrature weight of the point $y$, which is distinct from the weight $p_g$ of a whole grid. A negative $t$ makes $y$ a possible move with relative weight $-\tau t$, where $\tau$ is the time step; a positive $t$ enters the diagonal energy. If all quadrature weights are positive, the sign for a given pair comes from the pseudopotential and $\psi$, whatever the rotation, so the grids agree. Rules with weights of both signs can split it. The energy theorem above, however, assumes that each $V_g$ is symmetric, which a rule applied from a single position does not generally provide.

```lean
#print axioms TMoveQuadrature.groundEnergy_le_of_grid_splitting
-- 'TMoveQuadrature.groundEnergy_le_of_grid_splitting' depends on axioms: [propext, Classical.choice, Quot.sound]
#print axioms TMoveQuadrature.grid_splitting_strict
-- 'TMoveQuadrature.grid_splitting_strict' depends on axioms: [propext, Classical.choice, Quot.sound]
#print axioms TMoveQuadrature.localize_sum_of_same_sign
-- 'TMoveQuadrature.localize_sum_of_same_sign' depends on axioms: [propext, Classical.choice, Quot.sound]
```
